# The Debye integrand y/(e^y − 1) is integrable from zero to any positive limit

The integrand of the Debye function, y/(e^y − 1), has a denominator that vanishes at y = 0, so its integrability down to that endpoint needs an argument. The declaration `debye_integrable` states that, for every real x > 0, this function is integrable on the interval from 0 to x with respect to Lebesgue measure. It asserts integrability only and gives no value for the integral. The attempt compares the integrand with the constant function 1: the inequality y + 1 ≤ e^y makes the quotient at most 1 for 0 < y ≤ x, and measurability together with this bound gives the result.

The failing Lean file:

```lean
import Mathlib

open MeasureTheory Filter Topology

namespace DebyeWallerDisplacement

noncomputable section

/-- The integrand of the Debye function is integrable on `(0, x)`. -/
theorem debye_integrable {x : ℝ} (hx : 0 < x) :
    IntervalIntegrable (fun y : ℝ => y / (Real.exp y - 1)) volume 0 x := by
  have hc : IntervalIntegrable (fun _ : ℝ => (1 : ℝ)) volume 0 x :=
    continuous_const.intervalIntegrable _ _
  have hmeas : Measurable (fun y : ℝ => y / (Real.exp y - 1)) :=
    measurable_id.div (Real.measurable_exp.sub_const 1)
  refine hc.mono_fun hmeas.aestronglyMeasurable ?_
  refine ae_restrict_of_forall_mem measurableSet_uIoc (fun y hy => ?_)
  rw [Set.uIoc_of_le hx.le] at hy
  have h1 := Real.add_one_le_exp y
  have hE : 0 < Real.exp y - 1 := by linarith [hy.1]
  have h2 : y / (Real.exp y - 1) ≤ 1 := by
    rw [div_le_one hE]
    linarith
  simpa [Real.norm_eq_abs, abs_of_nonneg (div_nonneg hy.1.le hE.le)] using h2

end

end DebyeWallerDisplacement
```

Compiling this gives:

```
Main.lean:24:2: error: Type mismatch: After simplification, term
  h2
 has type
  y / (Real.exp y - 1) ≤ 1
but is expected to have type
  |y| / |Real.exp y - 1| ≤ 1
```

After these edits no error is left:

```diff
@@ -22,5 +22,8 @@
     rw [div_le_one hE]
     linarith
-  simpa [Real.norm_eq_abs, abs_of_nonneg (div_nonneg hy.1.le hE.le)] using h2
+  have h3 : ‖y / (Real.exp y - 1)‖ ≤ ‖(1 : ℝ)‖ := by
+    rw [Real.norm_of_nonneg (div_nonneg hy.1.le hE.le), norm_one]
+    exact h2
+  exact h3
 
 end
```

Diagnosis. The message says that `h2`, which bounds the quotient by 1, does not match the goal after simplification. The goal compares norms, and `simpa` was meant to turn the norm of the quotient into an absolute value, then remove it with the supplied `abs_of_nonneg` fact. That fact concerns the absolute value of the whole quotient. The simplifier instead split the goal into `|y| / |Real.exp y - 1|`, where the whole-quotient pattern no longer occurs, so the fact could not remove the two separate absolute values. The mathematical bound was already proved; only its form was wrong.

The repair states the norm inequality explicitly as `h3`. There, `rw` with `Real.norm_of_nonneg` replaces the norm of the intact quotient by the quotient itself, using its nonnegativity, and `norm_one` reduces the right-hand side to 1. What remains is exactly `h2`. The final `exact h3` then closes the original goal without simplifying it, so the quotient is never split.
